# Under a uniform Hessian shift s, the lowest Casida energy vanishes as √s at a nondegenerate soft mode

When I draw a straight line through my last few TDDFT excitation energies before a triplet instability, it reaches zero beyond the point where the orbital Hessian becomes singular. Yet the lowest Hessian eigenvalue falls smoothly to zero there. Why does the energy drop so much more steeply, and what sets the prefactor?

## The squared energy is what vanishes linearly

For real orbitals and an adiabatic kernel, Casida's equation gives ω² as an eigenvalue of S(A + B)S, with S = (A − B)^(1/2) and A − B taken to be positive definite, so that S is symmetric and invertible. Write A + B = K + s, where K is the Hessian at the instability and the number s shifts all its eigenvalues equally. (K is not the coupling matrix here, and S is not an overlap.) Suppose that K is positive semidefinite and that its null space is spanned by one unit vector u: up to scale, exactly one orbital rotation costs no energy to second order. For a triplet instability of a closed shell, A and B are the spin-adapted triplet matrices, which count the three spin components once. Let λ(s) be the lowest eigenvalue of S(K + s)S, and c = ‖S⁻¹u‖². For every x,

⟨x, S(K + s)Sx⟩ = ⟨Sx, KSx⟩ + s‖Sx‖².

**Upper bound.** Take x = S⁻¹u. Then Sx = u and Ku = 0, so the right side is s. Dividing by ‖x‖² = c gives the normalised expectation value, and the Rayleigh principle yields λ(s) ≤ s/c.

**Stiffness of the other rotations.** Let g be the lowest eigenvalue of K + |u⟩⟨u|, whose quadratic form is ⟨x, Kx⟩ + ⟨u, x⟩² ≥ 0. If g ≤ 0, an eigenvector v would have ⟨u, v⟩ = 0 and g = 0, hence Kv = 0. Then v is a multiple of u and orthogonal to u, so v = 0, a contradiction. Thus g > 0, and ⟨w, Kw⟩ ≥ g‖w‖² whenever w ⊥ u.

**Lower bound.** For s > 0, let x be an eigenvector for λ(s), and split Sx = au + r with r ⊥ u. With M the operator norm of S⁻¹,

‖x‖ ≤ |a|√c + M‖r‖,
λ(s)‖x‖² = ⟨r, Kr⟩ + s(a² + ‖r‖²) ≥ sa² + g‖r‖².

The weighted Cauchy-Schwarz inequality gives

(|a|√c + M‖r‖)² ≤ (sa² + g‖r‖²)(c/s + M²/g).

Hence ‖x‖² ≤ λ(s)‖x‖²(c/s + M²/g). Cancelling ‖x‖² > 0, with C = M²/g,

1/(c + Cs) ≤ λ(s)/s ≤ 1/c.

So λ(s)/s → 1/c as s decreases to 0. With ω = √λ,

ω(s)/√s → 1/‖S⁻¹u‖,
ω(s)/s = (ω(s)/√s)(1/√s) → ∞.

At s = 0 the operator is positive semidefinite and λ(0) ≤ 0, so ω(0) = 0. The prefactor is 1/‖S⁻¹u‖, and a straight line fails because the slope is infinite at the end point.

In Lean, `E` is a real inner product space, finite-dimensional for the spectral results. `S : E ≃ₗ[ℝ] E` is an invertible linear map and `hS` says that it is symmetric; this includes the positive definite S of Casida's equation. `S.symm` means the inverse, not the transpose. `IsSoftMode K u` collects the conditions on K and u, and `isSoftMode_witness` shows that 1 − |u⟩⟨u| meets them. `lowestEigenvalue` is an infimum of eigenvalues, `excitationEnergy` is its square root in units with ħ = 1, and `𝓝[>] 0` means that s approaches zero from above.

The step left to the physics is the path: stretching a bond changes S and the whole Hessian, whereas here S is fixed and the Hessian shifts by a multiple of the identity.

```lean
import Mathlib

open Filter Topology

namespace SoftModeCollapse

noncomputable section

variable {E : Type*} [NormedAddCommGroup E] [InnerProductSpace ℝ E]

/-- The lowest eigenvalue of an operator, as the infimum of its set of real eigenvalues;
meant for symmetric operators on a nonzero finite-dimensional space. -/
def lowestEigenvalue (T : E →ₗ[ℝ] E) : ℝ :=
  sInf {μ : ℝ | Module.End.HasEigenvalue T μ}

/-- The Casida operator `S (K + s) S`, with the orbital Hessian `K` shifted by `s`. -/
def casida (S : E ≃ₗ[ℝ] E) (K : E →ₗ[ℝ] E) (s : ℝ) : E →ₗ[ℝ] E :=
  S.toLinearMap ∘ₗ (K + s • LinearMap.id) ∘ₗ S.toLinearMap

/-- The lowest excitation energy, the square root of the lowest Casida eigenvalue;
meant for shifts at which that eigenvalue is nonnegative. -/
def excitationEnergy (S : E ≃ₗ[ℝ] E) (K : E →ₗ[ℝ] E) (s : ℝ) : ℝ :=
  √(lowestEigenvalue (casida S K s))

/-- The operator `|u⟩⟨u|`. -/
def dyad (u : E) : E →ₗ[ℝ] E where
  toFun x := inner ℝ u x • u
  map_add' x y := by rw [inner_add_right, add_smul]
  map_smul' c x := by rw [real_inner_smul_right, mul_smul, RingHom.id_apply]

/-- The Hessian `K` is symmetric and positive semidefinite, and its null space is spanned
by the unit vector `u`. -/
structure IsSoftMode (K : E →ₗ[ℝ] E) (u : E) : Prop where
  symm : K.IsSymmetric
  nonneg : ∀ x, 0 ≤ inner ℝ x (K x)
  unit : ‖u‖ = 1
  ker : LinearMap.ker K = Submodule.span ℝ {u}

/-- For a unit vector `u`, the Hessian `1 - |u⟩⟨u|` has `u` as its soft mode. -/
theorem isSoftMode_witness {u : E} (hu : ‖u‖ = 1) :
    IsSoftMode (LinearMap.id - dyad u) u where
  symm x y := by
    change inner ℝ (x - inner ℝ u x • u) y = inner ℝ x (y - inner ℝ u y • u)
    rw [inner_sub_left, inner_sub_right, real_inner_smul_left, real_inner_smul_right,
      real_inner_comm u x]
    ring
  nonneg x := by
    change 0 ≤ inner ℝ x (x - inner ℝ u x • u)
    rw [inner_sub_right, real_inner_smul_right, real_inner_self_eq_norm_sq,
      real_inner_comm u x]
    have h := abs_real_inner_le_norm u x
    rw [hu, one_mul] at h
    nlinarith [sq_le_sq' (abs_le.mp h).1 (abs_le.mp h).2]
  unit := hu
  ker := by
    ext x
    rw [LinearMap.mem_ker, Submodule.mem_span_singleton]
    constructor
    · intro hx
      exact ⟨inner ℝ u x, (sub_eq_zero.mp hx).symm⟩
    · rintro ⟨a, rfl⟩
      change a • u - inner ℝ u (a • u) • u = 0
      rw [real_inner_smul_right, real_inner_self_eq_norm_sq, hu]
      simp

/-- For symmetric `S`, the quadratic form of the Casida operator at `x` equals that of the shifted
Hessian at `S x`; neither side is normalised. -/
theorem casida_expectation {S : E ≃ₗ[ℝ] E}
    (hS : ∀ x y, inner ℝ (S x) y = inner ℝ x (S y)) (K : E →ₗ[ℝ] E) (s : ℝ) (x : E) :
    inner ℝ x (casida S K s x) = inner ℝ (S x) (K (S x)) + s * ‖S x‖ ^ 2 := by
  change inner ℝ x (S (K (S x) + s • S x)) = _
  rw [← hS x, inner_add_right, real_inner_smul_right, real_inner_self_eq_norm_sq]

/-- The Casida operator is symmetric when `S` and the Hessian are. -/
theorem casida_symmetric {S : E ≃ₗ[ℝ] E}
    (hS : ∀ x y, inner ℝ (S x) y = inner ℝ x (S y)) {K : E →ₗ[ℝ] E}
    (hK : K.IsSymmetric) (s : ℝ) : (casida S K s).IsSymmetric := by
  intro x y
  change inner ℝ (S (K (S x) + s • S x)) y = inner ℝ x (S (K (S y) + s • S y))
  rw [hS, ← hS x, inner_add_left, inner_add_right, real_inner_smul_left,
    real_inner_smul_right, hK (S x) (S y)]

variable [FiniteDimensional ℝ E]

/-- Rayleigh principle: a symmetric operator on a nonzero finite-dimensional space has a
least eigenvalue, and it bounds every expectation value from below. -/
theorem lowestEigenvalue_spec [Nontrivial E] {T : E →ₗ[ℝ] E} (hT : T.IsSymmetric) :
    IsLeast {μ : ℝ | Module.End.HasEigenvalue T μ} (lowestEigenvalue T) ∧
      ∀ x, lowestEigenvalue T * ‖x‖ ^ 2 ≤ inner ℝ x (T x) := by
  have key : ∃ m : ℝ, Module.End.HasEigenvalue T m ∧
      ∀ x, m * ‖x‖ ^ 2 ≤ inner ℝ x (T x) := by
    have h : Module.End.HasEigenvalue T
        (⨅ x : {x : E // x ≠ 0}, inner ℝ (T x) (x : E) / ‖(x : E)‖ ^ 2) :=
      hT.hasEigenvalue_iInf_of_finiteDimensional
    refine ⟨_, h, fun x => ?_⟩
    -- the Rayleigh quotient is bounded below by minus the operator norm
    have bdd : BddBelow (Set.range fun x : {x : E // x ≠ 0} =>
        inner ℝ (T x) (x : E) / ‖(x : E)‖ ^ 2) := by
      refine ⟨-‖LinearMap.toContinuousLinearMap T‖, ?_⟩
      rintro _ ⟨y, rfl⟩
      have hy : 0 < ‖(y : E)‖ := norm_pos_iff.mpr y.2
      have h1 := (abs_le.mp (abs_real_inner_le_norm (T y) (y : E))).1
      have h2 : ‖T y‖ ≤ ‖LinearMap.toContinuousLinearMap T‖ * ‖(y : E)‖ :=
        (LinearMap.toContinuousLinearMap T).le_opNorm y
      change _ ≤ inner ℝ (T y) (y : E) / ‖(y : E)‖ ^ 2
      rw [le_div_iff₀ (by positivity)]
      nlinarith [mul_le_mul_of_nonneg_right h2 hy.le]
    by_cases hx : x = 0
    · simp [hx]
    · have hp : 0 < ‖x‖ := norm_pos_iff.mpr hx
      have h3 := ciInf_le bdd ⟨x, hx⟩
      rw [le_div_iff₀ (by positivity)] at h3
      rw [real_inner_comm]
      exact h3
  obtain ⟨m, hm, ray⟩ := key
  have least : IsLeast {μ : ℝ | Module.End.HasEigenvalue T μ} m := by
    refine ⟨hm, fun μ hμ => ?_⟩
    obtain ⟨v, hv⟩ := Module.End.HasEigenvalue.exists_hasEigenvector hμ
    have h := ray v
    rw [hv.apply_eq_smul, real_inner_smul_right, real_inner_self_eq_norm_sq] at h
    exact le_of_mul_le_mul_right h (pow_pos (norm_pos_iff.mpr hv.2) 2)
  have e : lowestEigenvalue T = m := least.csInf_eq
  rw [e]
  exact ⟨least, ray⟩

omit [FiniteDimensional ℝ E] in
private lemma IsSoftMode.apply_zero {K : E →ₗ[ℝ] E} {u : E} (h : IsSoftMode K u) :
    K u = 0 := by
  have hm : u ∈ LinearMap.ker K := by
    rw [h.ker]
    exact Submodule.mem_span_singleton_self u
  exact LinearMap.mem_ker.mp hm

omit [FiniteDimensional ℝ E] in
private lemma IsSoftMode.ne_zero {K : E →ₗ[ℝ] E} {u : E} (h : IsSoftMode K u) :
    u ≠ 0 := by
  intro h0
  have h1 := h.unit
  rw [h0, norm_zero] at h1
  exact zero_ne_one h1

omit [FiniteDimensional ℝ E] in
private lemma IsSoftMode.norm_pos {K : E →ₗ[ℝ] E} {u : E} (h : IsSoftMode K u)
    (S : E ≃ₗ[ℝ] E) : 0 < ‖S.symm u‖ := by
  refine norm_pos_iff.mpr fun h0 => h.ne_zero ?_
  rw [← S.apply_symm_apply u, h0, map_zero]

/-- On a finite-dimensional space, a Hessian with soft mode `u` has a strictly positive stiffness
`g` orthogonally to `u`. -/
theorem stiffness_gap {K : E →ₗ[ℝ] E} {u : E} (h : IsSoftMode K u) :
    ∃ g : ℝ, 0 < g ∧ ∀ w, inner ℝ u w = 0 → g * ‖w‖ ^ 2 ≤ inner ℝ w (K w) := by
  have : Nontrivial E := ⟨u, 0, h.ne_zero⟩
  -- lift the zero mode by adding the dyad, then take the lowest eigenvalue
  have hsym : (K + dyad u).IsSymmetric := by
    intro x y
    change inner ℝ (K x + inner ℝ u x • u) y = inner ℝ x (K y + inner ℝ u y • u)
    rw [inner_add_left, inner_add_right, real_inner_smul_left, real_inner_smul_right,
      h.symm x y, real_inner_comm u x]
    ring
  have hT : ∀ x, inner ℝ x ((K + dyad u) x) = inner ℝ x (K x) + (inner ℝ u x) ^ 2 := by
    intro x
    change inner ℝ x (K x + inner ℝ u x • u) = _
    rw [inner_add_right, real_inner_smul_right, real_inner_comm u x]
    ring
  obtain ⟨g, hg, ray⟩ : ∃ g : ℝ, Module.End.HasEigenvalue (K + dyad u) g ∧
      ∀ x, g * ‖x‖ ^ 2 ≤ inner ℝ x ((K + dyad u) x) :=
    ⟨_, (lowestEigenvalue_spec hsym).1.1, (lowestEigenvalue_spec hsym).2⟩
  refine ⟨g, ?_, fun w hw => ?_⟩
  · by_contra hneg
    have hle : g ≤ 0 := not_lt.mp hneg
    obtain ⟨v, hv⟩ := hg.exists_hasEigenvector
    have hv2 : 0 < ‖v‖ ^ 2 := pow_pos (norm_pos_iff.mpr hv.2) 2
    have e1 : inner ℝ v (K v) + (inner ℝ u v) ^ 2 = g * ‖v‖ ^ 2 := by
      rw [← hT, hv.apply_eq_smul, real_inner_smul_right, real_inner_self_eq_norm_sq]
    have hs : (inner ℝ u v) ^ 2 ≤ 0 := by
      nlinarith [h.nonneg v, mul_nonneg (neg_nonneg.mpr hle) hv2.le]
    have a0 : inner ℝ u v = 0 :=
      (pow_eq_zero_iff two_ne_zero).mp (le_antisymm hs (sq_nonneg _))
    have g0 : g = 0 := le_antisymm hle (le_of_mul_le_mul_right
      (by nlinarith [h.nonneg v, sq_nonneg (inner ℝ u v)] :
        0 * ‖v‖ ^ 2 ≤ g * ‖v‖ ^ 2) hv2)
    have e2 : K v + inner ℝ u v • u = g • v := hv.apply_eq_smul
    rw [a0, g0, zero_smul, zero_smul, add_zero] at e2
    have hm : v ∈ LinearMap.ker K := LinearMap.mem_ker.mpr e2
    rw [h.ker, Submodule.mem_span_singleton] at hm
    obtain ⟨a, ha⟩ := hm
    rw [← ha, real_inner_smul_right, real_inner_self_eq_norm_sq, h.unit] at a0
    have ha0 : a = 0 := by linarith
    exact hv.2 (by rw [← ha, ha0, zero_smul])
  · have h1 := ray w
    rw [hT, hw] at h1
    linarith

/-- The trial vector `S⁻¹ u` bounds the lowest Casida eigenvalue from above by
`s / ‖S⁻¹ u‖²`, for symmetric invertible `S` and a Hessian with soft mode `u`. -/
theorem lowest_le {S : E ≃ₗ[ℝ] E} (hS : ∀ x y, inner ℝ (S x) y = inner ℝ x (S y))
    {K : E →ₗ[ℝ] E} {u : E} (h : IsSoftMode K u) (s : ℝ) :
    lowestEigenvalue (casida S K s) ≤ s / ‖S.symm u‖ ^ 2 := by
  have : Nontrivial E := ⟨u, 0, h.ne_zero⟩
  have h1 := (lowestEigenvalue_spec (casida_symmetric hS h.symm s)).2 (S.symm u)
  rw [casida_expectation hS, S.apply_symm_apply, h.apply_zero, inner_zero_right,
    h.unit] at h1
  rw [le_div_iff₀ (pow_pos (h.norm_pos S) 2)]
  linarith

/-- For symmetric invertible `S` and a Hessian with soft mode `u`, the lowest Casida
eigenvalue is at least `s / (‖S⁻¹ u‖² + C s)` for all `s > 0`, with `C` independent of `s`. -/
theorem le_lowest {S : E ≃ₗ[ℝ] E} (hS : ∀ x y, inner ℝ (S x) y = inner ℝ x (S y))
    {K : E →ₗ[ℝ] E} {u : E} (h : IsSoftMode K u) :
    ∃ C : ℝ, 0 ≤ C ∧ ∀ s : ℝ, 0 < s →
      s / (‖S.symm u‖ ^ 2 + C * s) ≤ lowestEigenvalue (casida S K s) := by
  have : Nontrivial E := ⟨u, 0, h.ne_zero⟩
  obtain ⟨g, hg, gap⟩ := stiffness_gap h
  obtain ⟨t, ht⟩ : ∃ t : ℝ, ∀ y, ‖S.symm y‖ ≤ g * t * ‖y‖ := by
    refine ⟨‖LinearMap.toContinuousLinearMap S.symm.toLinearMap‖ / g, fun y => ?_⟩
    rw [mul_div_cancel₀ _ hg.ne']
    exact (LinearMap.toContinuousLinearMap S.symm.toLinearMap).le_opNorm y
  refine ⟨g * t ^ 2, by positivity, fun s hs => ?_⟩
  have hp := h.norm_pos S
  have hden : 0 < ‖S.symm u‖ ^ 2 + g * t ^ 2 * s := by positivity
  have he : Module.End.HasEigenvalue (casida S K s) (lowestEigenvalue (casida S K s)) :=
    (lowestEigenvalue_spec (casida_symmetric hS h.symm s)).1.1
  obtain ⟨x, hx⟩ := he.exists_hasEigenvector
  -- split `S x` into its soft component and a stiff remainder `r`
  obtain ⟨a, ha⟩ : ∃ a : ℝ, a = inner ℝ u (S x) := ⟨_, rfl⟩
  obtain ⟨r, hr⟩ : ∃ r : E, S x = a • u + r := ⟨S x - a • u, by module⟩
  have hur : inner ℝ u r = 0 := by
    rw [hr, inner_add_right, real_inner_smul_right, real_inner_self_eq_norm_sq,
      h.unit] at ha
    linarith
  have hxe : x = a • S.symm u + S.symm r := S.injective (by
    rw [map_add, map_smul, S.apply_symm_apply, S.apply_symm_apply, hr])
  have hn : ‖x‖ ≤ |a| * ‖S.symm u‖ + g * t * ‖r‖ := by
    calc ‖x‖ = ‖a • S.symm u + S.symm r‖ := congrArg norm hxe
      _ ≤ ‖a • S.symm u‖ + ‖S.symm r‖ := norm_add_le _ _
      _ ≤ |a| * ‖S.symm u‖ + g * t * ‖r‖ := by
        rw [norm_smul, Real.norm_eq_abs]
        linarith [ht r]
  have hK : inner ℝ (a • u + r) (K (a • u + r)) = inner ℝ r (K r) := by
    rw [map_add, map_smul, h.apply_zero, smul_zero, zero_add, inner_add_left,
      real_inner_smul_left, ← h.symm u r, h.apply_zero, inner_zero_left, mul_zero,
      zero_add]
  have hN : ‖a • u + r‖ ^ 2 = a ^ 2 + ‖r‖ ^ 2 := by
    rw [norm_add_sq_real, real_inner_smul_left, hur, norm_smul, h.unit,
      Real.norm_eq_abs, mul_one, sq_abs]
    ring
  have hE := casida_expectation hS K s x
  rw [hx.apply_eq_smul, real_inner_smul_right, real_inner_self_eq_norm_sq, hr, hK,
    hN] at hE
  have h1 : ‖x‖ ^ 2 ≤ (|a| * ‖S.symm u‖ + g * t * ‖r‖) ^ 2 :=
    pow_le_pow_left₀ (norm_nonneg _) hn 2
  -- weighted Cauchy-Schwarz inequality
  have h2 : (|a| * ‖S.symm u‖ + g * t * ‖r‖) ^ 2 * s ≤
      (g * ‖r‖ ^ 2 + s * |a| ^ 2) * (‖S.symm u‖ ^ 2 + g * t ^ 2 * s) := by
    nlinarith [mul_nonneg hg.le (sq_nonneg (‖r‖ * ‖S.symm u‖ - s * |a| * t))]
  have h3 : g * ‖r‖ ^ 2 + s * |a| ^ 2 ≤
      lowestEigenvalue (casida S K s) * ‖x‖ ^ 2 := by
    rw [hE, sq_abs]
    nlinarith [gap r hur, mul_nonneg hs.le (sq_nonneg ‖r‖)]
  rw [div_le_iff₀ hden]
  refine le_of_mul_le_mul_right ?_ (pow_pos (norm_pos_iff.mpr hx.2) 2)
  nlinarith [mul_le_mul_of_nonneg_right h1 hs.le, mul_le_mul_of_nonneg_right h3 hden.le]

/-- For symmetric invertible `S` and a Hessian with soft mode `u`, the lowest eigenvalue
of `S (K + s) S` divided by `s` tends to `1 / ‖S⁻¹ u‖²` as `s` decreases to zero. -/
theorem lowest_div_tendsto {S : E ≃ₗ[ℝ] E}
    (hS : ∀ x y, inner ℝ (S x) y = inner ℝ x (S y))
    {K : E →ₗ[ℝ] E} {u : E} (h : IsSoftMode K u) :
    Tendsto (fun s => lowestEigenvalue (casida S K s) / s) (𝓝[>] 0)
      (𝓝 (1 / ‖S.symm u‖ ^ 2)) := by
  obtain ⟨C, -, hC⟩ := le_lowest hS h
  have hc : 0 < ‖S.symm u‖ ^ 2 := pow_pos (h.norm_pos S) 2
  have hcont : ContinuousAt (fun s : ℝ => 1 / (‖S.symm u‖ ^ 2 + C * s)) 0 :=
    continuousAt_const.div (by fun_prop) (by
      simp only [mul_zero, add_zero]
      exact hc.ne')
  have h0 : Tendsto (fun s : ℝ => 1 / (‖S.symm u‖ ^ 2 + C * s)) (𝓝[>] 0)
      (𝓝 (1 / ‖S.symm u‖ ^ 2)) := by
    have h1 := hcont.tendsto.mono_left (nhdsWithin_le_nhds (s := Set.Ioi 0))
    simpa only [mul_zero, add_zero] using h1
  -- squeeze between the two bounds
  refine tendsto_of_tendsto_of_tendsto_of_le_of_le' h0 tendsto_const_nhds ?_ ?_
  · filter_upwards [self_mem_nhdsWithin] with s hs
    have hs' : 0 < s := hs
    rw [le_div_iff₀ hs', one_div_mul_eq_div]
    exact hC s hs'
  · filter_upwards [self_mem_nhdsWithin] with s hs
    have hs' : 0 < s := hs
    rw [div_le_iff₀ hs', one_div_mul_eq_div]
    exact lowest_le hS h s

/-- Square-root collapse: for symmetric invertible `S` and a Hessian with soft mode `u`,
the lowest excitation energy divided by `√s` tends to `1 / ‖S⁻¹ u‖` as `s` decreases
to zero. -/
theorem energy_div_sqrt_tendsto {S : E ≃ₗ[ℝ] E}
    (hS : ∀ x y, inner ℝ (S x) y = inner ℝ x (S y))
    {K : E →ₗ[ℝ] E} {u : E} (h : IsSoftMode K u) :
    Tendsto (fun s => excitationEnergy S K s / √s) (𝓝[>] 0) (𝓝 (1 / ‖S.symm u‖)) := by
  have h1 := (Real.continuous_sqrt.tendsto _).comp (lowest_div_tendsto hS h)
  rw [Real.sqrt_div' _ (sq_nonneg _), Real.sqrt_one, Real.sqrt_sq (norm_nonneg _)] at h1
  refine h1.congr' ?_
  filter_upwards [self_mem_nhdsWithin] with s hs
  exact Real.sqrt_div' _ (le_of_lt hs)

/-- Infinite slope: for symmetric invertible `S` and a Hessian with a soft mode, the lowest
excitation energy vanishes at `s = 0`, and its difference quotient there diverges to `+∞`
as `s` decreases to zero. -/
theorem energy_infinite_slope {S : E ≃ₗ[ℝ] E}
    (hS : ∀ x y, inner ℝ (S x) y = inner ℝ x (S y))
    {K : E →ₗ[ℝ] E} {u : E} (h : IsSoftMode K u) :
    excitationEnergy S K 0 = 0 ∧
      Tendsto (fun s => excitationEnergy S K s / s) (𝓝[>] 0) atTop := by
  constructor
  · have h0 := lowest_le hS h 0
    rw [zero_div] at h0
    exact Real.sqrt_eq_zero_of_nonpos h0
  · have hinv : Tendsto (fun s : ℝ => √(s⁻¹)) (𝓝[>] 0) atTop :=
      Real.tendsto_sqrt_atTop.comp tendsto_inv_nhdsGT_zero
    refine ((energy_div_sqrt_tendsto hS h).pos_mul_atTop
      (one_div_pos.mpr (h.norm_pos S)) hinv).congr' ?_
    filter_upwards [self_mem_nhdsWithin] with s hs
    rw [Real.sqrt_inv, ← div_eq_mul_inv, div_div, Real.mul_self_sqrt (le_of_lt hs)]

end

end SoftModeCollapse
```

```lean
#print axioms SoftModeCollapse.energy_infinite_slope
```

```
'SoftModeCollapse.energy_infinite_slope' depends on axioms: [propext, Classical.choice, Quot.sound]
```

`lowestEigenvalue_spec` supplies the Rayleigh principle: Mathlib gives the infimum of the Rayleigh quotient as an eigenvalue, and the lemma shows that it is the least one. `casida_expectation` is the first identity above, and `casida_symmetric` lets the principle apply to the Casida operator. `stiffness_gap` finds g, and `lowest_le` inserts the trial vector.

In `le_lowest`, `t` stands for M/g, so the constant `g * t ^ 2` is C. There `hn` is the triangle inequality, `h2` the weighted Cauchy-Schwarz step, which `nlinarith` gets from one explicit square, and `h3` the energy estimate.

`lowest_div_tendsto` squeezes λ(s)/s between the two bounds. `energy_div_sqrt_tendsto` applies the continuity of the square root, and `energy_infinite_slope` multiplies that limit by 1/√s. For ω(0) = 0 it needs only λ(0) ≤ 0, because Lean's real square root is zero on nonpositive numbers.
